# Gaudin's recursion for thermal averages when one operator obeys an exchange rule

Q: Without a factorisation rule, each average of a long product of fermion operators is a fresh trace over a Fock space whose dimension doubles with every mode. For non-interacting fermions in the grand-canonical ensemble, Gaudin's recursion breaks such averages into smaller ones. Which property of the thermal state is enough for that?

A: One exchange rule. Let \(f\) be the average, linear with \(f(1)=1\), and let \(x\) be the operator on the left. We assume \(f(Yx)=s\,f(xY)\) for every operator \(Y\), with a fixed number \(s\neq-1\). For a grand-canonical Gibbs state of non-interacting fermions and \(x\) the annihilator of a mode of energy \(\varepsilon\), measured from the chemical potential, cyclicity of the trace gives \(s=e^{-\beta\varepsilon}\), where \(\beta\) is the inverse temperature.

Q: Derive the recursion from that.

A: Take \(Y=y_0\cdots y_{m-1}\) with \(m\) odd and \(xy_k+y_kx=c_k\), a number. Write \(Y_k\) for \(Y\) with \(y_k\) removed. Replacing \(xy_0\) by \(c_0-y_0x\), then \(xy_1\) by \(c_1-y_1x\), and so on, gives

\[
xY=\sum_{k=0}^{m-1}(-1)^k c_k Y_k+(-1)^m Yx .
\]

Apply \(f\). Since \(m\) is odd, the last term becomes \(-s\,f(xY)\), so

\[
(1+s)f(xY)=\sum_{k=0}^{m-1}(-1)^k c_k f(Y_k).
\]

For a single pair, \(c_k=f(xy_k)+f(y_kx)=(1+s)f(xy_k)\). Insert this and divide by \(1+s\):

\[
f(xY)=\sum_{k=0}^{m-1}(-1)^k f(xy_k)\,f(Y_k).
\]

Q: What happens at the extremes?

A: For \(m=1\) the formula reads \(f(xy_0)=f(xy_0)f(1)\), so the first real content is at \(m=3\). For \(\varepsilon>0\) and zero temperature, \(s=0\): averages with \(x\) at the far right vanish, and \(f(xy_k)=c_k\), as in the vacuum.

Q: Where are the Fock space and the Hamiltonian in the Lean version?

A: Neither appears. The operators live in an arbitrary complex algebra `A`.

```lean
import Mathlib

open Matrix

namespace GaudinThermalWick

noncomputable section

variable {A : Type*} [Ring A] [Algebra ℂ A]
```

In the recursion, the canonical anticommutation relations enter only through this condition on \(x\) and each partner:

```lean
/-- The anticommutator of `x` and `y` is a complex multiple of the identity. -/
def ScalarAnticomm (x y : A) : Prop := ∃ c : ℂ, x * y + y * x = c • (1 : A)
```

The state enters through normalisation and the exchange rule:

```lean
/-- A normalised linear functional `f` for which moving `x` from the right end of a product
to the left end costs the factor `s`. -/
structure IsThermal (f : A →ₗ[ℂ] ℂ) (x : A) (s : ℂ) : Prop where
  norm : f 1 = 1
  kms : ∀ Y : A, f (Y * x) = s * f (x * Y)
```

Q: So the thermal physics is assumed?

A: Yes, `kms` is a hypothesis. It stands for a grand-canonical Gibbs state in which \(x\) changes the energy, measured from the chemical potential, by a fixed amount; for the annihilator of a one-particle mode, a generic interacting Hamiltonian does not supply it. Positivity of \(f\) is not required, and time ordering is absent.

Q: How does Lean carry \(x\) through the product?

A: By induction on the list `l` of the \(y_k\).

```lean
/-- Carrying `x` through a product of operators leaves an alternating sum of anticommutators,
each multiplying the product without the operator concerned, and a term with `x` at the far
right. -/
theorem move_through (x : A) (c : A → ℂ) (l : List A)
    (h : ∀ y ∈ l, x * y + y * x = c y • (1 : A)) :
    x * l.prod =
      (∑ k : Fin l.length, ((-1 : ℂ) ^ (k : ℕ) * c (l.get k)) • (l.eraseIdx (k : ℕ)).prod)
        + (-1 : ℂ) ^ l.length • (l.prod * x) := by
  induction l with
  | nil => simp
  | cons a l ih =>
    have ha := h a (by simp)
    have hl := ih (fun y hy => h y (List.mem_cons_of_mem a hy))
    -- split off the contraction with the first operator
    have hsum : (∑ k : Fin (a :: l).length,
        ((-1 : ℂ) ^ (k : ℕ) * c ((a :: l).get k)) • ((a :: l).eraseIdx (k : ℕ)).prod)
        = c a • l.prod - a * ∑ k : Fin l.length,
          ((-1 : ℂ) ^ (k : ℕ) * c (l.get k)) • (l.eraseIdx (k : ℕ)).prod := by
      refine (Fin.sum_univ_succ (n := l.length) _).trans ?_
      rw [Finset.mul_sum, sub_eq_add_neg, ← Finset.sum_neg_distrib]
      congr 1
      · change ((-1 : ℂ) ^ 0 * c a) • l.prod = c a • l.prod
        rw [pow_zero, one_mul]
      · refine Finset.sum_congr rfl fun k _ => ?_
        change ((-1 : ℂ) ^ ((k : ℕ) + 1) * c (l.get k)) • (a :: l.eraseIdx (k : ℕ)).prod
          = -(a * (((-1 : ℂ) ^ (k : ℕ) * c (l.get k)) • (l.eraseIdx (k : ℕ)).prod))
        rw [List.prod_cons, mul_smul_comm, pow_succ]
        module
    -- one anticommutation moves `x` past `a`
    have h1 : x * (a * l.prod) = c a • l.prod - a * (x * l.prod) := by
      have hxa : x * a = c a • (1 : A) - a * x := eq_sub_of_add_eq ha
      rw [← mul_assoc, hxa, sub_mul, smul_mul_assoc, one_mul, mul_assoc]
    rw [hsum, List.prod_cons, h1, hl, mul_add, mul_smul_comm, List.length_cons, pow_succ,
      mul_assoc a l.prod x]
    module
```

The proof turns on `List.eraseIdx`, which removes the entry at a given position. `Fin.sum_univ_succ` separates position zero from the rest. Erasing position \(k+1\) of `a :: l` is, by definition, `a` followed by `l` with position \(k\) erased, so `change` can expose the factor `a`. The extra minus sign comes from moving \(x\) past `a`, which is `h1`.

Q: And the thermal steps?

A: The pair relation comes first.

```lean
/-- The thermal average of a pair, multiplied by `1 + s`, is the anticommutator of the pair. -/
theorem two_point {f : A →ₗ[ℂ] ℂ} {x y : A} {s c : ℂ} (hf : IsThermal f x s)
    (h : x * y + y * x = c • (1 : A)) : (1 + s) * f (x * y) = c := by
  have h2 := congrArg f h
  rw [map_add, map_smul, hf.kms, hf.norm, smul_eq_mul] at h2
  linear_combination h2
```

The recursion assumes \(s\neq-1\) and a scalar anticommutator of \(x\) with every partner. It uses the pair relation in `hc` to replace every anticommutator by \((1+s)f(xy)\). Applying \(f\) gives `key`, `hfac` pulls out \(1+s\), and `mul_left_cancel₀` cancels it.

```lean
/-- Gaudin's thermal Wick recursion: the average of `x` times an odd number of operators is the
alternating sum, over the partner of `x`, of the pair average times the average of the remaining
operators in their order. Positions are counted from zero. -/
theorem thermal_wick {f : A →ₗ[ℂ] ℂ} {x : A} {s : ℂ} (hf : IsThermal f x s) (hs : s ≠ -1)
    (l : List A) (hodd : Odd l.length) (h : ∀ y ∈ l, ScalarAnticomm x y) :
    f (x * l.prod) = ∑ k : Fin l.length,
      (-1 : ℂ) ^ (k : ℕ) * f (x * l.get k) * f (l.eraseIdx (k : ℕ)).prod := by
  have h1s : 1 + s ≠ 0 := fun h0 => hs (by linear_combination h0)
  -- the anticommutators are fixed by the pair averages
  have hc : ∀ y ∈ l, x * y + y * x = ((1 + s) * f (x * y)) • (1 : A) := by
    intro y hy
    obtain ⟨c, hcy⟩ := h y hy
    rw [two_point hf hcy, hcy]
  have key := congrArg f (move_through x (fun y => (1 + s) * f (x * y)) l hc)
  simp only [map_add, map_sum, map_smul, smul_eq_mul, hf.kms, hodd.neg_one_pow] at key
  have hfac : (∑ k : Fin l.length, (-1 : ℂ) ^ (k : ℕ) * ((1 + s) * f (x * l.get k))
        * f (l.eraseIdx (k : ℕ)).prod)
      = (1 + s) * ∑ k : Fin l.length,
        (-1 : ℂ) ^ (k : ℕ) * f (x * l.get k) * f (l.eraseIdx (k : ℕ)).prod := by
    rw [Finset.mul_sum]
    exact Finset.sum_congr rfl fun k _ => by ring
  rw [hfac] at key
  -- the term with `x` at the far right returns as `-s` times the left-hand side
  apply mul_left_cancel₀ h1s
  linear_combination key
```

Q: Is that the full Wick theorem?

A: It is one step of it. To apply the theorem again to \(f(Y_k)\), one must check an exchange rule and scalar anticommutators for its leading operator. With four operators only pairs remain, so one step suffices, under the same assumptions on \(x\) and its partners:

```lean
/-- The thermal average of four operators is the signed sum of the three products of pair
averages. -/
theorem four_point {f : A →ₗ[ℂ] ℂ} {x y₁ y₂ y₃ : A} {s : ℂ} (hf : IsThermal f x s)
    (hs : s ≠ -1) (h₁ : ScalarAnticomm x y₁) (h₂ : ScalarAnticomm x y₂)
    (h₃ : ScalarAnticomm x y₃) :
    f (x * y₁ * y₂ * y₃) =
      f (x * y₁) * f (y₂ * y₃) - f (x * y₂) * f (y₁ * y₃) + f (x * y₃) * f (y₁ * y₂) := by
  have h : ∀ y ∈ [y₁, y₂, y₃], ScalarAnticomm x y := by
    intro y hy
    simp only [List.mem_cons, List.not_mem_nil, or_false] at hy
    rcases hy with rfl | rfl | rfl <;> assumption
  have e : f (x * [y₁, y₂, y₃].prod) =
      (-1 : ℂ) ^ 0 * f (x * y₁) * f [y₂, y₃].prod + (-1 : ℂ) ^ 1 * f (x * y₂) * f [y₁, y₃].prod
        + (-1 : ℂ) ^ 2 * f (x * y₃) * f [y₁, y₂].prod :=
    (thermal_wick hf hs [y₁, y₂, y₃] ⟨1, rfl⟩ h).trans (Fin.sum_univ_three _)
  simp only [List.prod_cons, List.prod_nil, mul_one] at e
  rw [mul_assoc, mul_assoc, e]
  ring
```

The proof evaluates the recursion on a three-element list. For two creators followed by two annihilators of energy modes, in a grand-canonical Gibbs state whose non-interacting Hamiltonian conserves particle number, the first product (the pairing term) vanishes and the other two are the exchange and direct terms.

Q: Does it give the right occupation?

A: With \(aa^\dagger+a^\dagger a=1\), the pair relation gives \(f(aa^\dagger)=1/(1+s)\). The exchange rule then gives \(f(a^\dagger a)=s/(1+s)=1/(e^{\beta\varepsilon}+1)\). In Lean, `ad` is \(a^\dagger\), and `hE` supplies \(e^{\beta\varepsilon}e^{-\beta\varepsilon}=1\).

```lean
/-- For a fermionic mode with exchange factor `exp (-βε)`, the average of the number operator
is the Fermi-Dirac function. -/
theorem fermi_dirac {f : A →ₗ[ℂ] ℂ} {a ad : A} (β ε : ℝ)
    (hf : IsThermal f a (Real.exp (-(β * ε)) : ℂ)) (hcar : a * ad + ad * a = 1) :
    f (ad * a) = 1 / ((Real.exp (β * ε) : ℂ) + 1) := by
  have h2 := two_point (c := 1) hf (by rw [hcar, one_smul])
  have hE : (Real.exp (β * ε) : ℂ) * (Real.exp (-(β * ε)) : ℂ) = 1 := by
    rw [← Complex.ofReal_mul, ← Real.exp_add]
    simp
  have hne : (Real.exp (β * ε) : ℂ) + 1 ≠ 0 := by
    have h0 : Real.exp (β * ε) + 1 ≠ 0 := by positivity
    exact_mod_cast h0
  rw [hf.kms, eq_div_iff hne]
  linear_combination f (a * ad) * hE + h2
```

Q: Show me a state that satisfies the assumptions.

A: One mode is enough. Its annihilator is a 2×2 matrix:

```lean
/-- The annihilation matrix of one fermionic mode, in the basis (empty, occupied). -/
def modeA : Matrix (Fin 2) (Fin 2) ℂ := !![0, 1; 0, 0]
```

The average weights the empty and occupied states by \(1/(1+s)\) and \(s/(1+s)\). It is the Gibbs average when \(s=e^{-\beta\varepsilon}\).

```lean
/-- For `s ≠ -1`, the normalised average over one mode, with weight `1` for the empty and `s` for
the occupied state. -/
def gibbs (s : ℂ) : Matrix (Fin 2) (Fin 2) ℂ →ₗ[ℂ] ℂ where
  toFun M := (M 0 0 + s * M 1 1) / (1 + s)
  map_add' M N := by
    simp only [Matrix.add_apply]
    ring
  map_smul' c M := by
    simp only [Matrix.smul_apply, smul_eq_mul, RingHom.id_apply]
    ring
```

The matrix `!![0, u; v, 0]` is \(ua+va^\dagger\), whose anticommutator with \(a\) is \(v\). Comparing matrix entries proves this and the exchange rule.

```lean
/-- The one-mode average `gibbs s` is thermal for the annihilation matrix, which has a scalar
anticommutator with every combination of the annihilation and creation matrices. -/
theorem thermal_wick_witness (s : ℂ) (hs : s ≠ -1) :
    IsThermal (gibbs s) modeA s ∧ ∀ u v : ℂ, ScalarAnticomm modeA !![0, u; v, 0] := by
  have h1s : 1 + s ≠ 0 := fun h0 => hs (by linear_combination h0)
  have h00 : modeA 0 0 = 0 := rfl
  have h01 : modeA 0 1 = 1 := rfl
  have h10 : modeA 1 0 = 0 := rfl
  have h11 : modeA 1 1 = 0 := rfl
  refine ⟨⟨?_, fun Y => ?_⟩, fun u v => ⟨v, ?_⟩⟩
  · change ((1 : Matrix (Fin 2) (Fin 2) ℂ) 0 0 + s * (1 : Matrix (Fin 2) (Fin 2) ℂ) 1 1)
      / (1 + s) = 1
    simp only [Matrix.one_apply_eq, mul_one, div_self h1s]
  · change ((Y * modeA) 0 0 + s * (Y * modeA) 1 1) / (1 + s)
      = s * (((modeA * Y) 0 0 + s * (modeA * Y) 1 1) / (1 + s))
    simp only [Matrix.mul_apply, Fin.sum_univ_two, h00, h01, h10, h11]
    ring
  · ext i j
    fin_cases i <;> fin_cases j <;> simp [modeA]

end

end GaudinThermalWick
```

```lean
#print axioms GaudinThermalWick.thermal_wick
#print axioms GaudinThermalWick.four_point
#print axioms GaudinThermalWick.fermi_dirac
```

```
'GaudinThermalWick.thermal_wick' depends on axioms: [propext, Classical.choice, Quot.sound]
'GaudinThermalWick.four_point' depends on axioms: [propext, Classical.choice, Quot.sound]
'GaudinThermalWick.fermi_dirac' depends on axioms: [propext, Classical.choice, Quot.sound]
```
